# The variance of a mean velocity from exponentially correlated samples

To put an error bar on a drift velocity from a Monte Carlo transport run, one records a carrier's velocity at regular intervals, averages the \(N\) records, and estimates the variance of that average. If each record has variance \(s^2\), independent records would give \(s^2/N\). A carrier keeps some memory of its velocity between records, however, so this value can be too small.

Suppose that records \(i\) and \(j\) have covariance \(s^2r^{|i-j|}\), with \(s\neq0\) and \(0<r<1\). For \(N\ge2\), the variance of the mean \(\bar v_N\) is

\[
\operatorname{Var}(\bar v_N)=\frac{s^2}{N}\left(\frac{1+r}{1-r}-\frac{2r(1-r^N)}{N(1-r)^2}\right)>\frac{s^2}{N}.
\]

For simulation practice, this gives the correction to the naive error bar when the velocity autocorrelation is a single exponential with known \(s\) and \(r\).

```lean
import Mathlib

open MeasureTheory ProbabilityTheory Filter Topology

namespace CorrelatedVelocitySampling

noncomputable section

variable {Ω : Type*}
```

## Velocity records and their mean

A point \(\omega\) of the space \(\Omega\) stands for one complete run. The record \(v_i(\omega)\) is one real velocity component, and the index starts at zero:

\[
\bar v_N(\omega)=\frac1N\sum_{i=0}^{N-1}v_i(\omega).
\]

In Lean, `v : ℕ → Ω → ℝ` is the sequence of records and `sampleMean v N` is \(\bar v_N\).

```lean
/-- The arithmetic mean of the first `N` velocity samples, for `N ≥ 1`. -/
def sampleMean (v : ℕ → Ω → ℝ) (N : ℕ) : Ω → ℝ :=
  fun ω => (∑ i ∈ Finset.range N, v i ω) / N
```

## A velocity rule with fading memory

A simple dynamics that produces exponential correlations keeps a fraction \(r\) of the velocity at each step and adds fresh noise \(\xi_{n+1}\):

\[
V_0=s\xi_0,\qquad V_{n+1}=rV_n+s\sqrt{1-r^2}\,\xi_{n+1}.
\]

This is linear friction with random kicks, observed at a fixed interval \(\Delta t\). For a relaxation time \(\tau\), the physical reading is \(r=e^{-\Delta t/\tau}\). The letter \(r\) is thus a correlation coefficient, not a position. If the noise terms are uncorrelated and have variance 1, the factor \(s\sqrt{1-r^2}\) keeps the variance of the velocity at \(s^2\).

```lean
/-- A velocity update rule: each step keeps the fraction `r` of the old velocity and adds
noise of strength `s √(1 - r²)`, for `|r| ≤ 1`. The start is `s` times the first noise term. -/
def velocity (s r : ℝ) (ξ : ℕ → Ω → ℝ) : ℕ → Ω → ℝ
  | 0 => s • ξ 0
  | n + 1 => r • velocity s r ξ n + (s * Real.sqrt (1 - r ^ 2)) • ξ (n + 1)
```

## The covariance law

The correlations over all ordered pairs of records add up to

\[
S_N=\sum_{i=0}^{N-1}\sum_{j=0}^{N-1}r^{|i-j|}.
\]

Lean calls this `corrSum r N`. It takes the difference of the indices in the integers and then its absolute value, `natAbs`, so that the exponent is a natural number.

```lean
/-- The sum of the correlations `r ^ |i - j|` over all ordered pairs of `N` samples. -/
def corrSum (r : ℝ) (N : ℕ) : ℝ :=
  ∑ i ∈ Finset.range N, ∑ j ∈ Finset.range N, r ^ ((i : ℤ) - (j : ℤ)).natAbs
```

The physical assumption is `ExpCorrelated μ v s r N`, where `μ` is the probability law of the runs. It says that the first \(N\) records are square integrable (`MemLp` with exponent 2) and that

\[
\operatorname{Cov}(v_i,v_j)=s^2r^{|i-j|}\qquad(0\le i,j<N).
\]

Setting \(i=j\) gives the variance \(s^2\), so \(|s|\) is the true standard deviation of a record, not an estimate from the data. Neither a Gaussian distribution nor a zero mean is required.

The step left to the user is to establish this law for the carrier being simulated. Energy-dependent scattering or a band structure with several valleys can give an autocorrelation with more than one decay time.

```lean
variable [MeasurableSpace Ω]

/-- The first `N` samples are square integrable and have covariances `s² r ^ |i - j|`. -/
structure ExpCorrelated (μ : Measure Ω) (v : ℕ → Ω → ℝ) (s r : ℝ) (N : ℕ) : Prop where
  memLp : ∀ i < N, MemLp (v i) 2 μ
  cov_eq : ∀ i < N, ∀ j < N, cov[v i, v j; μ] = s ^ 2 * r ^ ((i : ℤ) - (j : ℤ)).natAbs
```

## Summing the correlations

A new record with index \(N\) has correlations with the earlier ones that form a geometric series. For \(r\ne1\),

\[
\sum_{i=0}^{N-1}r^{N-i}=r+r^2+\cdots+r^N=\frac{r(1-r^N)}{1-r}.
\]

The Lean proof is by induction: it splits off the term \(i=0\) and shifts the remaining indices, which leaves the previous sum.

```lean
/-- The correlations of a new sample with the `N` earlier ones form a geometric series,
summed here for `r ≠ 1`. -/
theorem lag_sum {r : ℝ} (hr : r ≠ 1) (N : ℕ) :
    ∑ i ∈ Finset.range N, r ^ ((N : ℤ) - (i : ℤ)).natAbs = r * (1 - r ^ N) / (1 - r) := by
  have h1 : 1 - r ≠ 0 := sub_ne_zero.mpr hr.symm
  induction N with
  | zero => simp
  | succ n ih =>
    have h : ∀ i : ℕ, (((n + 1 : ℕ) : ℤ) - ((i + 1 : ℕ) : ℤ)).natAbs
        = ((n : ℤ) - (i : ℤ)).natAbs := by intro i; omega
    have h0 : (((n + 1 : ℕ) : ℤ) - ((0 : ℕ) : ℤ)).natAbs = n + 1 := by omega
    rw [Finset.sum_range_succ', h0]
    simp only [h]
    rw [ih]
    field_simp
    ring
```

The new record adds a row and a column to the table of correlations. By symmetry they contribute equally, and the new diagonal entry is 1:

\[
S_{N+1}=S_N+2\sum_{i=0}^{N-1}r^{N-i}+1.
\]

```lean
/-- One more sample adds its own unit correlation and twice its correlations with the
earlier samples. -/
theorem corrSum_succ (r : ℝ) (N : ℕ) :
    corrSum r (N + 1) =
      corrSum r N + 2 * ∑ i ∈ Finset.range N, r ^ ((N : ℤ) - (i : ℤ)).natAbs + 1 := by
  have hs : ∑ i ∈ Finset.range N, r ^ ((i : ℤ) - (N : ℤ)).natAbs
      = ∑ i ∈ Finset.range N, r ^ ((N : ℤ) - (i : ℤ)).natAbs :=
    Finset.sum_congr rfl fun i _ => by
      rw [show ((i : ℤ) - (N : ℤ)).natAbs = ((N : ℤ) - (i : ℤ)).natAbs by omega]
  simp only [corrSum, Finset.sum_range_succ, Finset.sum_add_distrib]
  rw [hs, sub_self, Int.natAbs_zero, pow_zero]
  ring
```

Starting from \(S_0=0\), induction gives

\[
S_N=\frac{N(1+r)}{1-r}-\frac{2r(1-r^N)}{(1-r)^2}.
\]

For the induction step, insert the geometric series into the recursion. The terms \(1+2r/(1-r)\) combine to \((1+r)/(1-r)\), which raises \(N\) to \(N+1\) in the first part. What remains is

\[
-\frac{2r(1-r^N)}{(1-r)^2}-\frac{2r^{N+1}}{1-r}
=-\frac{2r(1-r^{N+1})}{(1-r)^2}.
\]

In Lean, `field_simp` and `ring` carry out this algebra.

```lean
/-- The closed form of the sum of all pair correlations, for `r ≠ 1`. -/
theorem corrSum_eq {r : ℝ} (hr : r ≠ 1) (N : ℕ) :
    corrSum r N = N * (1 + r) / (1 - r) - 2 * r * (1 - r ^ N) / (1 - r) ^ 2 := by
  have h1 : 1 - r ≠ 0 := sub_ne_zero.mpr hr.symm
  induction N with
  | zero => simp [corrSum]
  | succ n ih =>
    rw [corrSum_succ, ih, lag_sum hr]
    push_cast
    field_simp
    ring
```

For \(r>0\), the comparison with \(N\) needs no closed form. Two records give \(S_2=2+2r>2\), and each further record adds 1 plus a nonnegative amount. Hence \(S_N>N\) for every \(N\ge2\).

```lean
/-- For positive `r` and at least two samples, the pair correlations sum to more than `N`. -/
theorem lt_corrSum {r : ℝ} (hr : 0 < r) {N : ℕ} (hN : 2 ≤ N) : (N : ℝ) < corrSum r N := by
  induction N, hN using Nat.le_induction with
  | base =>
    have h2 : corrSum r 2 = 2 + 2 * r := by
      simp [corrSum, Finset.sum_range_succ]
      ring
    rw [h2]
    push_cast
    linarith
  | succ n _ ih =>
    have hT : 0 ≤ ∑ i ∈ Finset.range n, r ^ ((n : ℤ) - (i : ℤ)).natAbs :=
      Finset.sum_nonneg fun i _ => by positivity
    rw [corrSum_succ]
    push_cast
    linarith
```

## From pair correlations to the error bar

The variance of a sum is the double sum of its covariances, and the prefactor \(1/N\) enters squared:

\[
\operatorname{Var}(\bar v_N)
=\frac1{N^2}\sum_{i=0}^{N-1}\sum_{j=0}^{N-1}\operatorname{Cov}(v_i,v_j)
=\frac{s^2}{N^2}S_N.
\]

The proof uses `variance_smul` for the prefactor and `variance_sum'` for the sum, then inserts the covariance law.

```lean
variable {μ : Measure Ω} [IsProbabilityMeasure μ] {v : ℕ → Ω → ℝ} {s r : ℝ} {N : ℕ}

/-- The variance of the mean of exponentially correlated samples is `s² / N²` times the sum
of all pair correlations. -/
theorem variance_eq_corrSum (h : ExpCorrelated μ v s r N) :
    Var[sampleMean v N; μ] = s ^ 2 / (N : ℝ) ^ 2 * corrSum r N := by
  have hm : sampleMean v N = (N : ℝ)⁻¹ • ∑ i ∈ Finset.range N, v i := by
    ext ω
    simp [sampleMean, div_eq_inv_mul]
  have hc : ∑ i ∈ Finset.range N, ∑ j ∈ Finset.range N, cov[v i, v j; μ]
      = s ^ 2 * corrSum r N := by
    rw [corrSum, Finset.mul_sum]
    refine Finset.sum_congr rfl fun i hi => ?_
    rw [Finset.mul_sum]
    exact Finset.sum_congr rfl fun j hj =>
      h.cov_eq i (Finset.mem_range.mp hi) j (Finset.mem_range.mp hj)
  rw [hm, variance_smul, variance_sum' fun i hi => h.memLp i (Finset.mem_range.mp hi), hc]
  ring
```

Substituting the closed form of \(S_N\) gives the formula stated at the start, and \(S_N>N\) gives the strict inequality. The theorem `variance_sampleMean` contains both, under the hypotheses `2 ≤ N`, `s ≠ 0`, `0 < r` and `r < 1`.

For two records the variance is \(s^2(1+r)/2\). A single record has variance \(s^2\), which equals the naive value, so the strict inequality starts at \(N=2\).

As a numerical instance, take \(N=3\), \(r=1/2\) and \(s^2=1\) in squared velocity units. The table of correlations has three entries 1, four entries \(1/2\) and two entries \(1/4\), so

\[
S_3=3+2+\tfrac12=\tfrac{11}{2},\qquad
\operatorname{Var}(\bar v_3)=\tfrac{11}{18}\approx0.61.
\]

The naive value is \(1/3\).

```lean
/-- For `N ≥ 2` samples with covariances `s² r ^ |i - j|`, `s ≠ 0` and `0 < r < 1`, the
variance of the mean has the stated closed form and strictly exceeds the naive `s² / N`. -/
theorem variance_sampleMean (h : ExpCorrelated μ v s r N) (hN : 2 ≤ N) (hs : s ≠ 0)
    (hr0 : 0 < r) (hr1 : r < 1) :
    Var[sampleMean v N; μ] =
        s ^ 2 / N * ((1 + r) / (1 - r) - 2 * r * (1 - r ^ N) / (N * (1 - r) ^ 2)) ∧
      s ^ 2 / N < Var[sampleMean v N; μ] := by
  have hNpos : (0 : ℝ) < N := by exact_mod_cast (by omega : 0 < N)
  have h1 : 1 - r ≠ 0 := (sub_pos.mpr hr1).ne'
  rw [variance_eq_corrSum h]
  constructor
  · rw [corrSum_eq hr1.ne]
    field_simp
  · -- the off-diagonal correlations are positive
    calc s ^ 2 / (N : ℝ) = s ^ 2 / (N : ℝ) ^ 2 * N := by field_simp
      _ < s ^ 2 / (N : ℝ) ^ 2 * corrSum r N :=
        mul_lt_mul_of_pos_left (lt_corrSum hr0 hN) (by positivity)
```

## An upper bound and the long-run limit

Let the first \(N\) records obey the covariance law, with \(s\neq0\), \(0<r<1\) and \(N\ge1\). The term subtracted in the closed form is then positive. Dropping it gives a strict upper bound:

\[
\operatorname{Var}(\bar v_N)<\frac{s^2}{N}\frac{1+r}{1-r}.
\]

In the numerical instance the bound is 1.

```lean
/-- For `N ≥ 1`, `s ≠ 0` and `0 < r < 1`, the variance of the mean lies strictly below
`(s² / N) (1 + r) / (1 - r)`. -/
theorem variance_sampleMean_lt (h : ExpCorrelated μ v s r N) (hN : 1 ≤ N) (hs : s ≠ 0)
    (hr0 : 0 < r) (hr1 : r < 1) :
    Var[sampleMean v N; μ] < s ^ 2 / N * ((1 + r) / (1 - r)) := by
  have hNpos : (0 : ℝ) < N := by exact_mod_cast (by omega : 0 < N)
  have hd : 0 < 1 - r := sub_pos.mpr hr1
  have hp : 0 < 2 * r * (1 - r ^ N) / (1 - r) ^ 2 :=
    div_pos (mul_pos (by positivity)
      (sub_pos.mpr (pow_lt_one₀ hr0.le hr1 (by omega)))) (pow_pos hd 2)
  rw [variance_eq_corrSum h]
  calc s ^ 2 / (N : ℝ) ^ 2 * corrSum r N
      < s ^ 2 / (N : ℝ) ^ 2 * (N * (1 + r) / (1 - r)) :=
        mul_lt_mul_of_pos_left (by rw [corrSum_eq hr1.ne]; linarith) (by positivity)
    _ = s ^ 2 / N * ((1 + r) / (1 - r)) := by field_simp
```

If the covariance law holds for every \(N\), with the same \(s\) and \(r\), then for \(N\ge1\)

\[
N\operatorname{Var}(\bar v_N)
=s^2\left(\frac{1+r}{1-r}-\frac{2r}{(1-r)^2}\frac{1-r^N}{N}\right)
\longrightarrow s^2\frac{1+r}{1-r}.
\]

The limit holds for all \(|r|<1\), because \(r^N\) and \(1/N\) both tend to zero. Lean first proves the limit of the explicit expression and then transfers it to \(N\operatorname{Var}(\bar v_N)\), with which it agrees from \(N=1\) on. For \(r=1/2\) the limiting factor is 3, so a long run needs about three times as many records as independent sampling would for the same error bar.

```lean
/-- If the covariance law holds for every number of samples and `|r| < 1`, then `N` times the
variance of the mean tends to `s² (1 + r) / (1 - r)`. -/
theorem tendsto_mul_variance (h : ∀ N, ExpCorrelated μ v s r N) (hr : |r| < 1) :
    Tendsto (fun N : ℕ => (N : ℝ) * Var[sampleMean v N; μ]) atTop
      (𝓝 (s ^ 2 * ((1 + r) / (1 - r)))) := by
  have hr1 : r < 1 := (abs_lt.mp hr).2
  have h1 : 1 - r ≠ 0 := (sub_pos.mpr hr1).ne'
  have hpow : Tendsto (fun N : ℕ => r ^ N) atTop (𝓝 0) :=
    tendsto_pow_atTop_nhds_zero_of_abs_lt_one hr
  have hinv : Tendsto (fun N : ℕ => 1 / (N : ℝ)) atTop (𝓝 0) :=
    tendsto_one_div_atTop_nhds_zero_nat
  -- the finite-size correction decays like `1 / N`
  have hlim : Tendsto (fun N : ℕ => s ^ 2 * ((1 + r) / (1 - r)
      - 2 * r / (1 - r) ^ 2 * ((1 - r ^ N) * (1 / (N : ℝ))))) atTop
      (𝓝 (s ^ 2 * ((1 + r) / (1 - r)))) := by
    simpa only [mul_zero, sub_zero] using
      ((((hpow.const_sub 1).mul hinv).const_mul (2 * r / (1 - r) ^ 2)).const_sub
        ((1 + r) / (1 - r))).const_mul (s ^ 2)
  refine hlim.congr' ?_
  filter_upwards [eventually_ge_atTop 1] with N hN
  have hN0 : (N : ℝ) ≠ 0 := by exact_mod_cast (by omega : N ≠ 0)
  rw [variance_eq_corrSum (h N), corrSum_eq hr1.ne]
  field_simp
```

## The covariance law from the velocity rule

Let the noise terms be square integrable and mutually uncorrelated, each with variance 1, and let \(|r|\le1\). The velocity \(V_n\) contains noise only up to index \(n\), so it is uncorrelated with all later noise; this is `orth` in the proof. The variance then stays constant (`diag`):

\[
\operatorname{Var}(V_{n+1})=r^2s^2+s^2(1-r^2)=s^2.
\]

Each further step multiplies the covariance by \(r\) (`lag`):

\[
\operatorname{Cov}(V_n,V_{n+k+1})=r\operatorname{Cov}(V_n,V_{n+k}),
\qquad
\operatorname{Cov}(V_n,V_{n+k})=s^2r^k.
\]

Symmetry of the covariance covers both orders of the indices.

```lean
/-- Square-integrable, mutually uncorrelated noise of unit variance drives the update rule
with `|r| ≤ 1` to velocities with covariances `s² r ^ |i - j|`. -/
theorem velocity_expCorrelated {ξ : ℕ → Ω → ℝ} (hξ : ∀ i, MemLp (ξ i) 2 μ)
    (hc : ∀ i j, cov[ξ i, ξ j; μ] = if i = j then 1 else 0) (hr : |r| ≤ 1) (N : ℕ) :
    ExpCorrelated μ (velocity s r ξ) s r N := by
  have hsq : Real.sqrt (1 - r ^ 2) ^ 2 = 1 - r ^ 2 :=
    Real.sq_sqrt (sub_nonneg.mpr ((sq_le_one_iff_abs_le_one r).mpr hr))
  have step : ∀ n, velocity s r ξ (n + 1)
      = r • velocity s r ξ n + (s * Real.sqrt (1 - r ^ 2)) • ξ (n + 1) := fun _ => rfl
  have hv : ∀ n, MemLp (velocity s r ξ n) 2 μ := by
    intro n
    induction n with
    | zero => exact (hξ 0).const_smul s
    | succ n ih => exact (ih.const_smul r).add ((hξ (n + 1)).const_smul _)
  -- velocities are uncorrelated with later noise
  have orth : ∀ n m, n < m → cov[velocity s r ξ n, ξ m; μ] = 0 := by
    intro n
    induction n with
    | zero =>
      intro m hm
      change cov[s • ξ 0, ξ m; μ] = 0
      rw [covariance_smul_left, hc, if_neg (by omega), mul_zero]
    | succ n ih =>
      intro m hm
      rw [step, covariance_add_left ((hv n).const_smul r) ((hξ (n + 1)).const_smul _) (hξ m),
        covariance_smul_left, covariance_smul_left, ih m (by omega), hc, if_neg (by omega)]
      ring
  -- the variance is stationary
  have diag : ∀ n, cov[velocity s r ξ n, velocity s r ξ n; μ] = s ^ 2 := by
    intro n
    induction n with
    | zero =>
      change cov[s • ξ 0, s • ξ 0; μ] = s ^ 2
      rw [covariance_smul_left, covariance_smul_right, hc, if_pos rfl]
      ring
    | succ n ih =>
      have ha := (hv n).const_smul r
      have hb := (hξ (n + 1)).const_smul (s * Real.sqrt (1 - r ^ 2))
      have ho := orth n (n + 1) (by omega)
      have ho' : cov[ξ (n + 1), velocity s r ξ n; μ] = 0 := by rw [covariance_comm, ho]
      rw [step, covariance_add_left ha hb (ha.add hb), covariance_add_right ha ha hb,
        covariance_add_right hb ha hb]
      simp only [covariance_smul_left, covariance_smul_right]
      rw [ih, ho, ho', hc, if_pos rfl]
      linear_combination s ^ 2 * hsq
  -- each further step multiplies the covariance by `r`
  have lag : ∀ n k, cov[velocity s r ξ n, velocity s r ξ (n + k); μ] = s ^ 2 * r ^ k := by
    intro n k
    induction k with
    | zero => rw [add_zero, diag, pow_zero, mul_one]
    | succ k ih =>
      rw [← add_assoc, step (n + k), covariance_add_right (hv n) ((hv (n + k)).const_smul r)
        ((hξ (n + k + 1)).const_smul _), covariance_smul_right, covariance_smul_right, ih,
        orth n (n + k + 1) (by omega)]
      ring
  refine ⟨fun i _ => hv i, fun i _ j _ => ?_⟩
  rcases le_total i j with hij | hij
  · obtain ⟨k, rfl⟩ := Nat.exists_eq_add_of_le hij
    rw [lag, show ((i : ℤ) - ((i + k : ℕ) : ℤ)).natAbs = k by omega]
  · obtain ⟨k, rfl⟩ := Nat.exists_eq_add_of_le hij
    rw [covariance_comm, lag, show (((j + k : ℕ) : ℤ) - (j : ℤ)).natAbs = k by omega]
```

Independent standard Gaussian variables are noise of this kind. In Lean, a run is an infinite sequence `ω`, the noise \(\xi_i\) is its coordinate `ω i`, and `Measure.infinitePi` makes the coordinates independent. Their variance is 1 by the Gaussian law, and independence makes their mutual covariances vanish. The velocity rule then gives an explicit process that obeys the covariance law for every \(N\).

```lean
/-- Independent standard Gaussian noise, realised as the coordinates of the infinite product
space, gives velocities with covariances `s² r ^ |i - j|` whenever `|r| ≤ 1`. -/
theorem expCorrelated_witness (s r : ℝ) (hr : |r| ≤ 1) (N : ℕ) :
    ExpCorrelated (Measure.infinitePi fun _ : ℕ => gaussianReal 0 1)
      (velocity s r fun i ω => ω i) s r N := by
  have hmp := fun i : ℕ => measurePreserving_eval_infinitePi (fun _ : ℕ => gaussianReal 0 1) i
  have hL : ∀ i : ℕ, MemLp (fun ω : ℕ → ℝ => ω i) 2
      (Measure.infinitePi fun _ : ℕ => gaussianReal 0 1) := fun i =>
    (memLp_id_gaussianReal' 2 (by simp)).comp_measurePreserving (hmp i)
  refine velocity_expCorrelated hL (fun i j => ?_) hr N
  split_ifs with hij
  · subst hij
    have hvar := variance_map (X := id) (Y := Function.eval i)
      (μ := Measure.infinitePi fun _ : ℕ => gaussianReal 0 1)
      aemeasurable_id (hmp i).measurable.aemeasurable
    rw [(hmp i).map_eq, variance_id_gaussianReal] at hvar
    rw [covariance_self (hmp i).measurable.aemeasurable]
    exact hvar.symm.trans (by simp)
  · have hind := iIndepFun_infinitePi (P := fun _ : ℕ => gaussianReal 0 1)
      (X := fun _ x => x) (fun _ => measurable_id)
    exact (hind.indepFun hij).covariance_eq_zero (hL i) (hL j)

end

end CorrelatedVelocitySampling
```

```lean
#print axioms CorrelatedVelocitySampling.variance_sampleMean
-- 'CorrelatedVelocitySampling.variance_sampleMean' depends on axioms: [propext, Classical.choice, Quot.sound]
#print axioms CorrelatedVelocitySampling.variance_sampleMean_lt
-- 'CorrelatedVelocitySampling.variance_sampleMean_lt' depends on axioms: [propext, Classical.choice, Quot.sound]
#print axioms CorrelatedVelocitySampling.tendsto_mul_variance
-- 'CorrelatedVelocitySampling.tendsto_mul_variance' depends on axioms: [propext, Classical.choice, Quot.sound]
```
